# The difference between the $m=+1$ and $m=-1$ angular coefficients of the direct electron-hole kernel for Dirac spinors

A band spinor is fixed only up to a momentum-dependent phase, and the integer that labels an angular channel of the electron-hole kernel depends on that phase, so the gauge is chosen first. Let $p$ be the polar angle of the wave vector $\mathbf k$, let $c,s$ be real amplitudes that depend only on $k=|\mathbf k|$, and let $w$ be an integer winding number. The conduction and valence spinors are

$$u_c=(c,\;s\,e^{iwp}),\qquad u_v=(-s\,e^{-iwp},\;c).$$

The angular phase sits on the component proportional to $s$. For $w=1$, $c=\cos(\theta/2)$, $s=\sin(\theta/2)$ these are the eigenvectors of a gapped two-dimensional Dirac Hamiltonian with mixing angle $\theta(k)$. The sign of the mass is taken such that $\theta\to0$ at the band edge $k=0$; then $s\to0$, and the spinors have a limit there that is independent of $p$. The value $w=-1$ describes the valley related by time reversal, up to the sign of $s$, which cancels in the kernel below. No Hamiltonian appears in the code: the spinors are postulated, and $c,s$ are arbitrary reals.

```lean
import Mathlib

open Complex
open scoped Real ComplexConjugate

namespace ExcitonAngularSplitting

noncomputable section
```

`phase n t` is $e^{int}$. The spinors have type `Fin 2 → ℂ`, with components numbered 0 and 1.

```lean
/-- The angular phase `exp(i n t)` with integer winding `n`. -/
def phase (n : ℤ) (t : ℝ) : ℂ := Complex.exp (I * (n : ℂ) * (t : ℂ))

/-- Conduction-band spinor `(c, s exp(i w p))` at polar angle `p`, with winding `w`. -/
def uc (w : ℤ) (c s p : ℝ) : Fin 2 → ℂ := ![(c : ℂ), (s : ℂ) * phase w p]

/-- Valence-band spinor `(-s exp(-i w p), c)` at polar angle `p`, with winding `w`. -/
def uv (w : ℤ) (c s p : ℝ) : Fin 2 → ℂ := ![-((s : ℂ) * phase (-w) p), (c : ℂ)]
```

The overlap $\langle u|v\rangle=\sum_i \overline{u_i}\,v_i$ is antilinear in the first slot. The coefficient of a function $V$ of an angle $t$ is $V_m=\frac1{2\pi}\int_0^{2\pi}V(t)\,e^{-imt}\,dt$ for integer $m$.

```lean
/-- Overlap `⟨u|v⟩` of two spinors. -/
def overlap (u v : Fin 2 → ℂ) : ℂ := ∑ i, conj (u i) * v i

/-- Angular Fourier coefficient `V_m = (1/2π) ∫₀^{2π} V(t) exp(-i m t) dt`. -/
def angCoeff (V : ℝ → ℂ) (m : ℤ) : ℂ :=
  (1 / (2 * (π : ℂ))) * ∫ t in (0 : ℝ)..(2 * π), V t * phase (-m) t
```

A second wave vector $\mathbf k'$ has angle $p'=p+t$ and amplitudes $c',s'$, and its spinors carry primes. With both moduli held fixed, the interaction is a complex function $V(t)$, and the kernel is

$$K(t)=V(t)\,\langle u_c(p)|u_c'(p+t)\rangle\,\langle u_v'(p+t)|u_v(p)\rangle .$$

```lean
/-- Direct electron-hole kernel at relative angle `t`: the interaction `V(t)` times the
conduction and valence overlaps between the angles `p` and `p + t`. -/
def kernel (w : ℤ) (V : ℝ → ℂ) (c s c' s' p : ℝ) (t : ℝ) : ℂ :=
  V t * (overlap (uc w c s p) (uc w c' s' (p + t)) * overlap (uv w c' s' (p + t)) (uv w c s p))
```

In an isotropic two-band model at zero exciton momentum, with a static interaction, no exchange term and the Tamm-Dancoff approximation, $K$ is the direct term of the Bethe-Salpeter equation up to its sign and normalisation, and $K_{\pm1}$ act on the $p$-like envelopes: averaging $K(p'-p)\,e^{-imp'}$ over $p'$ returns $K_m e^{-imp}$. The radial equation, exciton energies and their dependence on exciton momentum are not treated. Below, $a=cc'$ and $b=ss'$.

## (a) Conjugate of a phase

Show that $\overline{e^{int}}=e^{-int}$ for integer $n$ and real $t$.

Conjugation commutes with the exponential, and $\overline{int}=i(-n)t$ because $n$ and $t$ are real. `Complex.exp_conj` is the first step, and the remaining lines compare exponents.

```lean
/-- Complex conjugation reverses the winding of a phase. -/
theorem conj_phase (n : ℤ) (t : ℝ) : conj (phase n t) = phase (-n) t := by
  unfold phase
  rw [← Complex.exp_conj]
  congr 1
  simp only [map_mul, map_intCast, Complex.conj_ofReal, Complex.conj_I]
  push_cast
  ring
```

## (b) Conduction and valence overlaps

Show that $\langle u_c(p)|u_c'(p')\rangle$ and $\langle u_v'(p')|u_v(p)\rangle$ both equal $a+b\,e^{iw(p'-p)}$.

Using (a),

$$\langle u_c|u_c'\rangle=cc'+s\,e^{-iwp}\,s'e^{iwp'},\qquad \langle u_v'|u_v\rangle=(-s'e^{iwp'})(-s\,e^{-iwp})+c'c .$$

Both contain $e^{-iwp}e^{iwp'}=e^{iw(p'-p)}$, which is `h` in the proof, and `linear_combination` applies it with the factor $ss'$. In the valence overlap the primed spinor stands in the bra.

```lean
/-- The overlaps `⟨uc|uc'⟩` and `⟨uv'|uv⟩` both equal `cc' + ss' exp(i w (p' - p))`. -/
theorem band_overlaps (w : ℤ) (c s c' s' p p' : ℝ) :
    overlap (uc w c s p) (uc w c' s' p') = c * c' + s * s' * phase w (p' - p) ∧
    overlap (uv w c' s' p') (uv w c s p) = c * c' + s * s' * phase w (p' - p) := by
  have h : phase (-w) p * phase w p' = phase w (p' - p) := by
    unfold phase
    rw [← Complex.exp_add]
    congr 1
    push_cast
    ring
  constructor <;>
  · simp only [overlap, uc, uv, Fin.sum_univ_two, Matrix.cons_val_zero, Matrix.cons_val_one,
      map_mul, map_neg, Complex.conj_ofReal, conj_phase, neg_neg]
    linear_combination ((s : ℂ) * s') * h
```

## (c) Orthonormality at one wave vector

Assume $c^2+s^2=1$. Show that $u_c$ and $u_v$ at the same angle are orthonormal.

Setting $c'=c$, $s'=s$, $p'=p$ in (b) gives $c^2+s^2=1$ for both norms. The cross term is $c(-s\,e^{-iwp})+s\,e^{-iwp}c=0$, closed by `ring`. No other part assumes normalisation, so the other parts hold for normalised spinors as a special case.

```lean
/-- For `c² + s² = 1` the conduction and valence spinors at one angle are orthonormal. -/
theorem spinors_orthonormal (w : ℤ) (c s p : ℝ) (h : c ^ 2 + s ^ 2 = 1) :
    overlap (uc w c s p) (uc w c s p) = 1 ∧ overlap (uv w c s p) (uv w c s p) = 1 ∧
    overlap (uc w c s p) (uv w c s p) = 0 := by
  have hC : (c : ℂ) ^ 2 + (s : ℂ) ^ 2 = 1 := by exact_mod_cast h
  have h0 : phase w (p - p) = 1 := by simp [phase]
  obtain ⟨h1, h2⟩ := band_overlaps w c s c s p p
  rw [h0] at h1 h2
  refine ⟨by rw [h1]; linear_combination hC, by rw [h2]; linear_combination hC, ?_⟩
  simp only [overlap, uc, uv, Fin.sum_univ_two, Matrix.cons_val_zero, Matrix.cons_val_one,
    map_mul, Complex.conj_ofReal, conj_phase]
  ring
```

## (d) Product of the overlaps

Show that the product of the two overlaps is $\left(a+b\,e^{iw(p'-p)}\right)^2$.

By (b) the two factors are equal. The product depends on the angles only through $t=p'-p$.

```lean
/-- The product of the two overlaps is `(cc' + ss' exp(i w (p' - p)))²`. -/
theorem overlap_product (w : ℤ) (c s c' s' p p' : ℝ) :
    overlap (uc w c s p) (uc w c' s' p') * overlap (uv w c' s' p') (uv w c s p)
      = (c * c' + s * s' * phase w (p' - p)) ^ 2 := by
  obtain ⟨h1, h2⟩ := band_overlaps w c s c' s' p p'
  rw [h1, h2]
  ring
```

## (e) Coefficients of the kernel

For continuous $V$, show that $K_m=a^2V_m+2ab\,V_{m-w}+b^2V_{m-2w}$.

From (d), $K(t)=V(t)\left(a^2+2ab\,e^{iwt}+b^2e^{2iwt}\right)$, so

$$K(t)e^{-imt}=a^2V(t)e^{-imt}+2ab\,V(t)e^{-i(m-w)t}+b^2V(t)e^{-i(m-2w)t}.$$

Integrating term by term and dividing by $2\pi$ gives the claim. The pointwise identity is `key`, built from the addition rule `hadd` for windings. `hi` derives integrability of each term from `Continuous V`, which `intervalIntegral.integral_add` needs because Lean assigns the value zero to the integral of a non-integrable function. For $|\mathbf k|\neq|\mathbf k'|$ the momentum transfer never vanishes, and the two-dimensional Coulomb and Rytova-Keldysh potentials are continuous in $t$. For $|\mathbf k|=|\mathbf k'|$ both diverge at $t=0$ and are excluded by the hypothesis.

```lean
/-- For continuous `V`, `K_m = (cc')² V_m + 2cc'ss' V_{m-w} + (ss')² V_{m-2w}`. -/
theorem angCoeff_kernel (w : ℤ) (V : ℝ → ℂ) (hV : Continuous V) (c s c' s' p : ℝ) (m : ℤ) :
    angCoeff (kernel w V c s c' s' p) m
      = ((c : ℂ) * c') ^ 2 * angCoeff V m + 2 * c * c' * s * s' * angCoeff V (m - w)
        + ((s : ℂ) * s') ^ 2 * angCoeff V (m - 2 * w) := by
  have hadd : ∀ (n k : ℤ) (t : ℝ), phase n t * phase k t = phase (n + k) t := by
    intro n k t
    unfold phase
    rw [← Complex.exp_add]
    congr 1
    push_cast
    ring
  -- expand the squared overlap: each factor exp(i w t) shifts the harmonic by w
  have key : ∀ t, kernel w V c s c' s' p t * phase (-m) t
      = ((c : ℂ) * c') ^ 2 * (V t * phase (-m) t)
        + (2 * (c : ℂ) * c' * s * s') * (V t * phase (-(m - w)) t)
        + ((s : ℂ) * s') ^ 2 * (V t * phase (-(m - 2 * w)) t) := by
    intro t
    have h1 : phase w t * phase (-m) t = phase (-(m - w)) t := by
      rw [hadd, show w + -m = -(m - w) by ring]
    have h2 : phase w t * phase (-(m - w)) t = phase (-(m - 2 * w)) t := by
      rw [hadd, show w + -(m - w) = -(m - 2 * w) by ring]
    unfold kernel
    rw [overlap_product, add_sub_cancel_left]
    linear_combination
      (V t * (2 * (c : ℂ) * c' * s * s' + ((s : ℂ) * s') ^ 2 * phase w t)) * h1
        + (V t * ((s : ℂ) * s') ^ 2) * h2
  have hi : ∀ (a : ℂ) (n : ℤ), IntervalIntegrable (fun t => a * (V t * phase n t))
      MeasureTheory.volume 0 (2 * π) := by
    intro a n
    apply Continuous.intervalIntegrable
    unfold phase
    fun_prop
  unfold angCoeff
  simp only [key]
  rw [intervalIntegral.integral_add ((hi _ _).add (hi _ _)) (hi _ _),
    intervalIntegral.integral_add (hi _ _) (hi _ _)]
  simp only [intervalIntegral.integral_const_mul]
  ring
```

## (f) Symmetry of the coefficients of an even interaction

For $V$ even and $2\pi$-periodic, show that $V_{-m}=V_m$.

These two hypotheses, `heven` and `hper`, express isotropy: an interaction that depends on $|\mathbf k-\mathbf k'|^2=k^2+k'^2-2kk'\cos t$, with $k'=|\mathbf k'|$, has both properties. The substitution $t\to2\pi-t$ maps $[0,2\pi]$ onto itself, so

$$2\pi V_m=\int_0^{2\pi}V(2\pi-t)\,e^{-im(2\pi-t)}\,dt=\int_0^{2\pi}V(t)\,e^{imt}\,dt=2\pi V_{-m},$$

because $V(2\pi-t)=V(-t)=V(t)$ and $e^{-2\pi im}=1$. In the proof `h` is the substitution, `hV` the statement about $V$, and `hp` the statement about the phase. Continuity is not assumed here.

```lean
/-- An even `2π`-periodic interaction has `V_{-m} = V_m`. -/
theorem angCoeff_even (V : ℝ → ℂ) (hper : Function.Periodic V (2 * π))
    (heven : ∀ t, V (-t) = V t) (m : ℤ) : angCoeff V (-m) = angCoeff V m := by
  unfold angCoeff
  congr 1
  -- substitute t → 2π - t
  have h := intervalIntegral.integral_comp_sub_left (a := 0) (b := 2 * π)
    (fun t => V t * phase (-m) t) (2 * π)
  simp only [sub_self, sub_zero] at h
  refine Eq.trans ?_ h
  apply intervalIntegral.integral_congr
  intro t _
  have hV : V (2 * π - t) = V t := by
    rw [show 2 * π - t = -t + 2 * π by ring, hper (-t), heven]
  have hp : phase (-m) (2 * π - t) = phase (- -m) t := by
    unfold phase
    rw [Complex.exp_eq_exp_iff_exists_int]
    exact ⟨-m, by push_cast; ring⟩
  show V t * phase (- -m) t = V (2 * π - t) * phase (-m) (2 * π - t)
  rw [hV, hp]
```

## (g) Difference of opposite channels for any winding

For continuous, even, $2\pi$-periodic $V$ and integers $m,w$, show that

$$K_m-K_{-m}=2ab\,(V_{m-w}-V_{m+w})+b^2\,(V_{m-2w}-V_{m+2w}).$$

Part (e) at $-m$ gives $K_{-m}=a^2V_{-m}+2ab\,V_{-(m+w)}+b^2V_{-(m+2w)}$, and three uses of (f) turn this into $a^2V_m+2ab\,V_{m+w}+b^2V_{m+2w}$. Subtracting from $K_m$ cancels the $a^2$ term. The `rw` chain follows this order. The right side vanishes for $b=0$, for $w=0$ and for $m=0$.

```lean
/-- For continuous, even, `2π`-periodic `V` and any winding `w`,
`K_m - K_{-m} = 2cc'ss' (V_{m-w} - V_{m+w}) + (ss')² (V_{m-2w} - V_{m+2w})`. -/
theorem splitting (w : ℤ) (V : ℝ → ℂ) (hV : Continuous V) (hper : Function.Periodic V (2 * π))
    (heven : ∀ t, V (-t) = V t) (c s c' s' p : ℝ) (m : ℤ) :
    angCoeff (kernel w V c s c' s' p) m - angCoeff (kernel w V c s c' s' p) (-m)
      = 2 * c * c' * s * s' * (angCoeff V (m - w) - angCoeff V (m + w))
        + ((s : ℂ) * s') ^ 2 * (angCoeff V (m - 2 * w) - angCoeff V (m + 2 * w)) := by
  rw [angCoeff_kernel w V hV c s c' s' p m, angCoeff_kernel w V hV c s c' s' p (-m),
    show -m - w = -(m + w) by ring, show -m - 2 * w = -(m + 2 * w) by ring,
    angCoeff_even V hper heven m, angCoeff_even V hper heven (m + w),
    angCoeff_even V hper heven (m + 2 * w)]
  ring
```

## (h) The Dirac case

Under the hypotheses of (g), with $w=1$, show that

$$K_1-K_{-1}=2cc'ss'\,(V_0-V_2)+(ss')^2\,(V_1-V_3).$$

At $w=m=1$ the four indices in (g) are $0$, $2$, $-1$ and $3$, and (f) replaces $V_{-1}$ by $V_1$. The theorem is an identity for every $p$ and asserts neither a sign nor a nonzero value for the difference.

```lean
/-- Dirac spinors (`w = 1`) with continuous, even, `2π`-periodic `V`:
`K_1 - K_{-1} = 2cc'ss' (V_0 - V_2) + (ss')² (V_1 - V_3)`. -/
theorem dirac_splitting (V : ℝ → ℂ) (hV : Continuous V) (hper : Function.Periodic V (2 * π))
    (heven : ∀ t, V (-t) = V t) (c s c' s' p : ℝ) :
    angCoeff (kernel 1 V c s c' s' p) 1 - angCoeff (kernel 1 V c s c' s' p) (-1)
      = 2 * c * c' * s * s' * (angCoeff V 0 - angCoeff V 2)
        + ((s : ℂ) * s') ^ 2 * (angCoeff V 1 - angCoeff V 3) := by
  have h := splitting 1 V hV hper heven c s c' s' p 1
  rw [show (1 : ℤ) - 1 = 0 by norm_num, show (1 : ℤ) + 1 = 2 by norm_num,
    show (1 : ℤ) - 2 * 1 = -1 by norm_num, show (1 : ℤ) + 2 * 1 = 3 by norm_num,
    angCoeff_even V hper heven 1] at h
  exact h
```

## (i) Reversal of the winding

Write $K^{(w)}_m$ for the coefficient at winding $w$. Under the hypotheses of (g), show that $K^{(-w)}_m=K^{(w)}_{-m}$.

Part (e) gives $K^{(-w)}_m=a^2V_m+2ab\,V_{m+w}+b^2V_{m+2w}$, which is the expression for $K^{(w)}_{-m}$ found in (g). After the rewrites both sides coincide. For two valleys with $w=\pm1$ and the same amplitudes and interaction, the channels $m$ and $-m$ exchange roles.

```lean
/-- For continuous, even, `2π`-periodic `V`, the coefficient `m` of the kernel with winding
`-w` equals the coefficient `-m` of the kernel with winding `w`. -/
theorem valley_reversal (w : ℤ) (V : ℝ → ℂ) (hV : Continuous V)
    (hper : Function.Periodic V (2 * π)) (heven : ∀ t, V (-t) = V t)
    (c s c' s' p : ℝ) (m : ℤ) :
    angCoeff (kernel (-w) V c s c' s' p) m = angCoeff (kernel w V c s c' s' p) (-m) := by
  rw [angCoeff_kernel (-w) V hV c s c' s' p m, angCoeff_kernel w V hV c s c' s' p (-m),
    show -m - w = -(m + w) by ring, show -m - 2 * w = -(m + 2 * w) by ring,
    show m - -w = m + w by ring, show m - 2 * -w = m + 2 * w by ring,
    angCoeff_even V hper heven m, angCoeff_even V hper heven (m + w),
    angCoeff_even V hper heven (m + 2 * w)]
```

## (j) Angle-independent interaction

For $V(t)=v$ with complex $v$ and $w=1$, show that $K_1-K_{-1}=2cc'ss'\,v$.

A constant is continuous, even and periodic, so (h) applies. One has $V_0=v$, which is `h0`, and for $n\neq0$

$$V_n=\frac{v}{2\pi}\,\frac{e^{-2\pi in}-1}{-in}=0,$$

which is `hn`, used at $n=1,2,3$. A contact interaction is of this type. With half-angle amplitudes, and $\theta'$ the mixing angle at $\mathbf k'$, one has $cs=\frac12\sin\theta$ and $c's'=\frac12\sin\theta'$, and the difference reads $\frac12 v\sin\theta\sin\theta'$.

```lean
/-- For an angle-independent interaction `V = v` and `w = 1`, `K_1 - K_{-1} = 2cc'ss' v`. -/
theorem constant_splitting (v : ℂ) (c s c' s' p : ℝ) :
    angCoeff (kernel 1 (fun _ => v) c s c' s' p) 1
      - angCoeff (kernel 1 (fun _ => v) c s c' s' p) (-1) = 2 * c * c' * s * s' * v := by
  have hπ : (π : ℂ) ≠ 0 := Complex.ofReal_ne_zero.mpr Real.pi_ne_zero
  have h0 : angCoeff (fun _ => v) 0 = v := by
    simp [angCoeff, phase, Complex.real_smul]
    field_simp
  -- a nonzero harmonic integrates to zero over a full turn
  have hn : ∀ n : ℤ, n ≠ 0 → angCoeff (fun _ => v) n = 0 := by
    intro n hn
    have hc : I * ((-n : ℤ) : ℂ) ≠ 0 :=
      mul_ne_zero I_ne_zero (Int.cast_ne_zero.mpr (neg_ne_zero.mpr hn))
    have he : Complex.exp (I * ((-n : ℤ) : ℂ) * ((2 * π : ℝ) : ℂ))
        = Complex.exp (I * ((-n : ℤ) : ℂ) * ((0 : ℝ) : ℂ)) := by
      rw [Complex.exp_eq_exp_iff_exists_int]
      exact ⟨-n, by push_cast; ring⟩
    simp only [angCoeff, phase]
    rw [intervalIntegral.integral_const_mul, integral_exp_mul_complex hc, he, sub_self,
      zero_div, mul_zero, mul_zero]
  rw [dirac_splitting _ continuous_const (fun _ => rfl) (fun _ => rfl), h0,
    hn 1 (by norm_num), hn 2 (by norm_num), hn 3 (by norm_num)]
  ring

end

end ExcitonAngularSplitting
```

```lean
#print axioms ExcitonAngularSplitting.spinors_orthonormal
-- 'ExcitonAngularSplitting.spinors_orthonormal' depends on axioms: [propext, Classical.choice, Quot.sound]
#print axioms ExcitonAngularSplitting.dirac_splitting
-- 'ExcitonAngularSplitting.dirac_splitting' depends on axioms: [propext, Classical.choice, Quot.sound]
#print axioms ExcitonAngularSplitting.valley_reversal
-- 'ExcitonAngularSplitting.valley_reversal' depends on axioms: [propext, Classical.choice, Quot.sound]
#print axioms ExcitonAngularSplitting.constant_splitting
-- 'ExcitonAngularSplitting.constant_splitting' depends on axioms: [propext, Classical.choice, Quot.sound]
```

## The sum of opposite channels

Adding the two expressions in (g) in place of subtracting them keeps the $a^2$ term. For $w=m=1$ this yields

$$K_1+K_{-1}=2a^2V_1+2ab\,(V_0+V_2)+b^2\,(V_1+V_3),$$

twice the average of the two channels. This identity follows from (e) and (f) by the same steps but is not stated as a theorem in the code above.
